# The three-qubit W state is fixed by its AB and AC marginals among positive semidefinite matrices

## Three qubits, partial traces and the W vector

Three qubits A, B, C have the computational basis \(|abc\rangle\) with \(a,b,c\in\{0,1\}\), the first label belonging to A, the second to B and the third to C. An operator \(\rho\) is an \(8\times 8\) complex matrix with entries \(\rho(k,l)=\langle k|\rho|l\rangle\), where \(k\) and \(l\) are triples such as \(100\). Column \(l\) of \(\rho\) is the vector \(\rho|l\rangle\). The matrix is positive semidefinite if it is Hermitian, \(\rho(k,l)=\overline{\rho(l,k)}\), and \(\langle x|\rho|x\rangle\ge 0\) for every vector \(x\). A density matrix has in addition unit trace.

The partial traces over one qubit, also called two-qubit marginals, are the \(4\times4\) matrices
\[
(\mathrm{tr}_A\rho)(bc,b'c')=\sum_a\rho(abc,ab'c'),\quad
(\mathrm{tr}_B\rho)(ac,a'c')=\sum_b\rho(abc,a'bc'),\quad
(\mathrm{tr}_C\rho)(ab,a'b')=\sum_c\rho(abc,a'b'c).
\]
They act on BC, AC and AB respectively, with the surviving qubits kept in their original order.

Let \(u=|001\rangle+|010\rangle+|100\rangle\), with real components \(u(k)\in\{0,1\}\). The normalised W vector is \(|W\rangle=u/\sqrt3\), and its projector \(P=|W\rangle\langle W|\) has entries \(P(k,l)=u(k)u(l)/3\).

The claim is the following. If \(\rho\) is positive semidefinite, \(\mathrm{tr}_C\rho=\mathrm{tr}_CP\) and \(\mathrm{tr}_B\rho=\mathrm{tr}_BP\), then \(\rho=P\). Consequently a positive semidefinite \(\rho\) has all three marginals of \(P\) if and only if it equals \(P\). For three distinguishable qubits and exactly known expectation values, the observables on the pairs AB and AC therefore separate the W state from every other state, pure or mixed, without any measurement of three-body correlations.

## From zeros of the marginals to the columns of ρ

Grouping \(|W\rangle\) by the value of C gives \(\sqrt3\,|W\rangle=|00\rangle|1\rangle+(|01\rangle+|10\rangle)|0\rangle\). With \(|\psi^+\rangle=(|01\rangle+|10\rangle)/\sqrt2\),
\[
\sigma:=\mathrm{tr}_CP=\tfrac13|00\rangle\langle00|+\tfrac23|\psi^+\rangle\langle\psi^+| .
\]
Its entries equal \(1/3\) at \((00,00)\), \((01,01)\), \((01,10)\), \((10,01)\), \((10,10)\) and vanish elsewhere. Since \(u\) is symmetric under exchange of B and C, \(\mathrm{tr}_BP\) is the same matrix \(\sigma\), read on AC. It annihilates \(|11\rangle\) and \(|01\rangle-|10\rangle\).

Positivity enters through one fact. Write \(\rho=M^\dagger M\) for some matrix \(M\). Then \(\langle x|\rho|x\rangle=\|Mx\|^2\), so a vanishing expectation value forces \(Mx=0\) and hence \(\rho x=0\). If finitely many vectors \(x_c\) satisfy \(\sum_c\langle x_c|\rho|x_c\rangle=0\), every term is non-negative, so every term vanishes and \(\rho x_c=0\) for each \(c\). Sums of this kind are expectation values of marginals: for a vector \(v\) on AB,
\[
\langle v|\mathrm{tr}_C\rho|v\rangle=\sum_c\langle v\otimes c|\rho|v\otimes c\rangle ,
\]
and likewise for \(\mathrm{tr}_B\rho\) with a sum over \(b\). The argument now runs in five steps.

1. Take \(v=|11\rangle\). From \(\langle11|\sigma|11\rangle=0\) on AB, \(\rho|110\rangle=\rho|111\rangle=0\). On AC the same value gives \(\rho|101\rangle=\rho|111\rangle=0\).

2. Take \(v=|01\rangle-|10\rangle\), for which \(\langle v|\sigma|v\rangle=\tfrac13-\tfrac13-\tfrac13+\tfrac13=0\). On AB, \(\rho|01c\rangle=\rho|10c\rangle\) for both \(c\). The case \(c=0\) equates columns \(010\) and \(100\), and \(c=1\) gives \(\rho|011\rangle=\rho|101\rangle=0\). On AC, \(\rho|0b1\rangle=\rho|1b0\rangle\) for both \(b\), and \(b=0\) equates columns \(001\) and \(100\).

3. The AB entry \((10,10)\) reads \(\rho(100,100)+\rho(101,101)=\tfrac13\). Column \(101\) is zero, so \(\rho(100,100)=\tfrac13\). Equality of columns \(001\) and \(100\), used twice with hermiticity in between, gives
\[
\rho(001,001)=\rho(001,100)=\overline{\rho(100,001)}=\overline{\rho(100,100)}=\tfrac13 .
\]

4. The AB entry \((00,00)\) reads \(\rho(000,000)+\rho(001,001)=\tfrac13\), so \(\rho(000,000)=0\), and positivity gives \(\rho|000\rangle=0\).

5. Five columns vanish and the columns \(001\), \(010\), \(100\) coincide, which is \(\rho(k,l)=\rho(k,100)\,u(l)\) for all \(k,l\). Hermiticity and this formula for the row \(100\) give \(\rho(k,100)=\overline{\rho(100,k)}=\overline{\rho(100,100)\,u(k)}=u(k)/3\). Hence \(\rho(k,l)=u(k)u(l)/3=P(k,l)\).

The BC marginal was never used. Unit trace was not assumed either; it follows from the conclusion \(\rho=P\).

Hermiticity alone does not suffice. Let \(\tilde P=P+|000\rangle\langle111|+|111\rangle\langle000|\). The triples \(000\) and \(111\) differ in every position, so tracing out any one qubit multiplies the added terms by \(\langle1|0\rangle=0\). Thus \(\tilde P\) is Hermitian with all three marginals of \(P\), while \(\tilde P(000,111)=1\) and \(P(000,111)=0\). Its expectation value in \((|000\rangle-|111\rangle)/\sqrt2\) is \(-1\).

## One marginal, and two qubits

Two smaller situations show where the argument stops; both are easy to verify by substitution and neither appears in the Lean code below. With the AB marginal alone, the state \(\sigma\otimes|0\rangle\langle0|\) is positive semidefinite and has \(\mathrm{tr}_C\) equal to \(\sigma\), but its entry \((000,000)\) is \(1/3\) where \(P\) has \(0\). With two qubits, the single-excitation analogue of W is \(|\psi^+\rangle\), and both of its one-qubit marginals are the maximally mixed state \(\tfrac12(|0\rangle\langle0|+|1\rangle\langle1|)\). This matrix annihilates no nonzero vector, so steps 1 and 2 have nothing to act on, and the mixture \(\tfrac12(|01\rangle\langle01|+|10\rangle\langle10|)\) indeed has the same marginals as \(|\psi^+\rangle\langle\psi^+|\).

## Basis labels, partial traces and W in Lean

The scope `ComplexOrder` orders the complex numbers so that \(0\le z\) means that \(z\) is real and non-negative. This is the sense in which expectation values of a positive semidefinite complex matrix are non-negative.

```lean
import Mathlib

open Matrix
open scoped ComplexOrder

namespace WStateMarginals

noncomputable section
```

The type `Q` is the set of triples \((a,b,c)\), and `Matrix Q Q ℂ` is the space of \(8\times8\) operators in the computational basis. The tensor product structure is carried entirely by the product of index sets.

```lean
/-- Computational basis labels of three qubits A, B, C. -/
abbrev Q := Fin 2 × Fin 2 × Fin 2
```

The three partial traces are the index sums written above. The pairs `p` and `q` label row and column of the reduced matrix; in `trB`, for example, `p.1` is the label of A and `p.2` that of C.

```lean
/-- Partial trace over qubit A, an operator on BC. -/
def trA (ρ : Matrix Q Q ℂ) : Matrix (Fin 2 × Fin 2) (Fin 2 × Fin 2) ℂ :=
  Matrix.of fun p q => ∑ a, ρ (a, p.1, p.2) (a, q.1, q.2)

/-- Partial trace over qubit B, an operator on AC. -/
def trB (ρ : Matrix Q Q ℂ) : Matrix (Fin 2 × Fin 2) (Fin 2 × Fin 2) ℂ :=
  Matrix.of fun p q => ∑ b, ρ (p.1, b, p.2) (q.1, b, q.2)

/-- Partial trace over qubit C, an operator on AB. -/
def trC (ρ : Matrix Q Q ℂ) : Matrix (Fin 2 × Fin 2) (Fin 2 × Fin 2) ℂ :=
  Matrix.of fun p q => ∑ c, ρ (p.1, p.2, c) (q.1, q.2, c)
```

Vectors are functions `Q → ℂ`. The vector `ket a b c` is \(|abc\rangle\), `oneExc` is \(u\), of squared norm 3, and `wState` is the normalised \(|W\rangle=u/\sqrt3\).

```lean
/-- The basis vector |abc⟩. -/
def ket (a b c : Fin 2) : Q → ℂ := Pi.single (a, b, c) 1

/-- The unnormalised vector |001⟩ + |010⟩ + |100⟩. -/
def oneExc : Q → ℂ := ket 0 0 1 + ket 0 1 0 + ket 1 0 0

/-- The normalised W vector (|001⟩ + |010⟩ + |100⟩)/√3. -/
def wState : Q → ℂ := ((Real.sqrt 3 : ℝ) : ℂ)⁻¹ • oneExc
```

The outer product `vecMulVec x y` has entries \(x(k)\,y(l)\) with no conjugation, so the bra \(\langle W|\) is supplied as `star wState`, the componentwise complex conjugate. In `wShifted`, which is \(\tilde P\), the basis vectors are real and no `star` is written.

```lean
/-- The projector |W⟩⟨W|. -/
def wProj : Matrix Q Q ℂ := vecMulVec wState (star wState)

/-- The operator |W⟩⟨W| + |000⟩⟨111| + |111⟩⟨000|. -/
def wShifted : Matrix Q Q ℂ :=
  wProj + vecMulVec (ket 0 0 0) (ket 1 1 1) + vecMulVec (ket 1 1 1) (ket 0 0 0)
```

## Null vectors of a positive semidefinite matrix

The next four results hold for matrices over any finite index type `n` and sums over any finite type `ι`. The first records that a basis vector equals its conjugate, so that \(\langle i|\) has the same components as \(|i\rangle\).

```lean
variable {n ι : Type*} [Fintype n] [DecidableEq n] [Fintype ι]

omit [Fintype n] in
/-- A basis vector has real components. -/
theorem star_basis (i : n) : star (Pi.single i 1 : n → ℂ) = Pi.single i 1 := by
  ext k
  by_cases h : k = i <;> simp [h]
```

The hypothesis `ρ.PosSemidef` means Hermitian with non-negative expectation values. The expression `star (x c) ⬝ᵥ ρ *ᵥ x c` is \(\langle x_c|\rho|x_c\rangle\), antilinear in the left slot. The proof has the two moves of the argument above. `Finset.sum_eq_zero_iff_of_nonneg` passes from a vanishing sum of non-negative terms to a vanishing term, and Mathlib's `dotProduct_mulVec_zero_iff` passes from \(\langle x|\rho|x\rangle=0\) to \(\rho x=0\), in place of the factorisation \(\rho=M^\dagger M\).

```lean
omit [DecidableEq n] in
/-- If the expectation values of a positive semidefinite ρ in vectors x_c sum to zero,
then ρ annihilates every x_c. -/
theorem mulVec_eq_zero_of_sum {ρ : Matrix n n ℂ} (hρ : ρ.PosSemidef) (x : ι → n → ℂ)
    (h : ∑ c, star (x c) ⬝ᵥ ρ *ᵥ x c = 0) (c : ι) : ρ *ᵥ x c = 0 := by
  have h0 := (Finset.sum_eq_zero_iff_of_nonneg
    (fun c _ => hρ.dotProduct_mulVec_nonneg (x c))).1 h c (Finset.mem_univ c)
  rwa [hρ.dotProduct_mulVec_zero_iff] at h0
```

Two specialisations turn this into statements on entries. Let \(f\) and \(g\) map the summation index \(c\) to basis labels. For \(x_c=|f(c)\rangle\) the expectation value is the diagonal entry \(\rho(f(c),f(c))\), and component \(k\) of \(\rho x_c\) is \(\rho(k,f(c))\).

```lean
/-- If some diagonal entries of a positive semidefinite ρ sum to zero,
the corresponding columns vanish. -/
theorem col_zero_of_sum {ρ : Matrix n n ℂ} (hρ : ρ.PosSemidef) (f : ι → n)
    (h : ∑ c, ρ (f c) (f c) = 0) (c : ι) (k : n) : ρ k (f c) = 0 := by
  have h0 := mulVec_eq_zero_of_sum hρ (fun c => (Pi.single (f c) 1 : n → ℂ))
    (by
      refine Eq.trans (Finset.sum_congr rfl fun c _ => ?_) h
      rw [star_basis]
      simp) c
  simpa using congrFun h0 k
```

For \(x_c=|f(c)\rangle-|g(c)\rangle\) the expectation value expands into the four entries in the hypothesis `h`, and \(\rho x_c=0\) says that columns \(f(c)\) and \(g(c)\) agree. The difference vector is left unnormalised, which does not affect a vanishing expectation value.

```lean
/-- If the expectation values of a positive semidefinite ρ in the vectors |f c⟩ - |g c⟩
sum to zero, the columns f c and g c of ρ coincide. -/
theorem col_eq_of_sum {ρ : Matrix n n ℂ} (hρ : ρ.PosSemidef) (f g : ι → n)
    (h : ∑ c, (ρ (f c) (f c) - ρ (f c) (g c) - ρ (g c) (f c) + ρ (g c) (g c)) = 0)
    (c : ι) (k : n) : ρ k (f c) = ρ k (g c) := by
  have h0 := mulVec_eq_zero_of_sum hρ
    (fun c => (Pi.single (f c) 1 : n → ℂ) - (Pi.single (g c) 1 : n → ℂ))
    (by
      refine Eq.trans (Finset.sum_congr rfl fun c _ => ?_) h
      rw [star_sub, star_basis, star_basis]
      simp [mulVec_sub, dotProduct_sub, sub_dotProduct]
      ring) c
  simpa [mulVec_sub, sub_eq_zero] using congrFun h0 k
```

## Entries of the projector

The components of \(u\) are real, and \(P(p,q)=u(p)u(q)/3\) for triples \(p,q\). The proof of `wProj_apply` uses \(\sqrt3\sqrt3=3\), the reality of \(1/\sqrt3\), and \((1/\sqrt3)^2=1/3\). After it the square root does not occur again.

```lean
/-- The vector u = |001⟩ + |010⟩ + |100⟩ has real components. -/
theorem star_oneExc (q : Q) : star (oneExc q) = oneExc q :=
  congrFun (show star oneExc = oneExc by simp only [oneExc, ket, star_add, star_basis]) q

/-- The entries of |W⟩⟨W| are u(p) u(q) / 3 with u = |001⟩ + |010⟩ + |100⟩. -/
theorem wProj_apply (p q : Q) : wProj p q = 1 / 3 * (oneExc p * oneExc q) := by
  have h3 : ((Real.sqrt 3 : ℝ) : ℂ) * ((Real.sqrt 3 : ℝ) : ℂ) = 3 := by
    rw [← Complex.ofReal_mul, Real.mul_self_sqrt (by norm_num)]
    norm_num
  have hs : star (((Real.sqrt 3 : ℝ) : ℂ)⁻¹) = ((Real.sqrt 3 : ℝ) : ℂ)⁻¹ := by
    rw [star_inv₀]
    congr 1
    exact Complex.conj_ofReal _
  have hss : ((Real.sqrt 3 : ℝ) : ℂ)⁻¹ * ((Real.sqrt 3 : ℝ) : ℂ)⁻¹ = 1 / 3 := by
    rw [← mul_inv, h3, one_div]
  show (((Real.sqrt 3 : ℝ) : ℂ)⁻¹ * oneExc p) * star (((Real.sqrt 3 : ℝ) : ℂ)⁻¹ * oneExc q) = _
  rw [star_mul', star_oneExc, hs]
  linear_combination (oneExc p * oneExc q) * hss
```

The projector is itself a density matrix: it is positive semidefinite as an outer product of a vector with its conjugate, and its trace is \(3\cdot\tfrac13=1\). So \(\rho=P\) satisfies all assumptions of the uniqueness theorem.

```lean
/-- |W⟩⟨W| is positive semidefinite with unit trace. -/
theorem wProj_witness : wProj.PosSemidef ∧ wProj.trace = 1 := by
  refine ⟨posSemidef_vecMulVec_self_star wState, ?_⟩
  simp [Matrix.trace, Fintype.sum_prod_type, Fin.sum_univ_two, wProj_apply, oneExc, ket,
    Pi.single_apply]
  norm_num
```

## Uniqueness from the AB and AC marginals

In words, `eq_wProj_of_two_marginals` says that every positive semidefinite complex \(8\times8\) matrix \(\rho\) with \(\mathrm{tr}_C\rho=\mathrm{tr}_CP\) (hypothesis `hC`) and \(\mathrm{tr}_B\rho=\mathrm{tr}_BP\) (hypothesis `hB`) equals \(P\). Positivity is the physical requirement that \(\rho\) assign a non-negative probability to every measurement outcome. Neither purity nor unit trace nor permutation symmetry of \(\rho\) is assumed. The statement is about exactly three qubits, this one target vector and exact equality of marginals; it gives no bound on the distance from \(\rho\) to \(P\) when the marginals agree only approximately, and it does not treat more qubits or other states.

The proof first writes the hypotheses entrywise. The equations `eC` and `eB` set each entry of a marginal of \(\rho\) equal to the corresponding sum of products \(u\,u/3\), and `herm` is \(\rho(k,l)=\overline{\rho(l,k)}\). Step 1 is `z1` and `z2`, which apply `col_zero_of_sum` with \(f(c)=11c\) and \(f(b)=1b1\); the required sums are `eC 1 1 1 1` and `eB 1 1 1 1`, evaluated to zero. Step 2 is `d1` and `d2`, which apply `col_eq_of_sum` to the label pairs \(01c,\,10c\) and \(0b1,\,1b0\). There the sum is split into four marginal entries and evaluated numerically. The combination `z3` of `d1 1` with `z2 0` removes column \(011\). Step 3 is `h100`, from `eC 1 0 1 0`, and `h001`, whose rewrites follow the displayed chain of equalities from left to right. Step 4 is `h000`, followed by `z0`, which uses `col_zero_of_sum` over the one-element type `Fin 1`, so that the sum has a single term. Step 5 is `hcol`, checked on the eight columns one by one, together with `hrow`; the last line substitutes both into the entry \((k,l)\).

```lean
/-- A positive semidefinite three-qubit matrix whose AB and AC marginals are those of
|W⟩⟨W| equals |W⟩⟨W|. -/
theorem eq_wProj_of_two_marginals {ρ : Matrix Q Q ℂ} (hρ : ρ.PosSemidef)
    (hC : trC ρ = trC wProj) (hB : trB ρ = trB wProj) : ρ = wProj := by
  have eC : ∀ a b a' b' : Fin 2, ∑ c, ρ (a, b, c) (a', b', c)
      = ∑ c, 1 / 3 * (oneExc (a, b, c) * oneExc (a', b', c)) := fun a b a' b' => by
    have h := congrFun (congrFun hC (a, b)) (a', b')
    simp only [trC, of_apply, wProj_apply] at h
    exact h
  have eB : ∀ a c a' c' : Fin 2, ∑ b, ρ (a, b, c) (a', b, c')
      = ∑ b, 1 / 3 * (oneExc (a, b, c) * oneExc (a', b, c')) := fun a c a' c' => by
    have h := congrFun (congrFun hB (a, c)) (a', c')
    simp only [trB, of_apply, wProj_apply] at h
    exact h
  have herm : ∀ k l, ρ k l = star (ρ l k) := fun k l => (hρ.1.apply k l).symm
  have hthird : star (1 / 3 : ℂ) = 1 / 3 := by simp
  -- both marginals vanish on |11⟩
  have z1 : ∀ c k, ρ k (1, 1, c) = 0 := col_zero_of_sum hρ (fun c : Fin 2 => (1, 1, c))
    ((eC 1 1 1 1).trans (by simp [oneExc, ket]))
  have z2 : ∀ b k, ρ k (1, b, 1) = 0 := col_zero_of_sum hρ (fun b : Fin 2 => (1, b, 1))
    ((eB 1 1 1 1).trans (by simp [oneExc, ket]))
  -- both marginals vanish on |01⟩ - |10⟩
  have d1 : ∀ c k, ρ k (0, 1, c) = ρ k (1, 0, c) :=
    col_eq_of_sum hρ (fun c : Fin 2 => (0, 1, c)) (fun c => (1, 0, c)) (by
      simp only [Finset.sum_add_distrib, Finset.sum_sub_distrib, eC]
      norm_num [oneExc, ket, Fin.sum_univ_two, Pi.single_apply])
  have d2 : ∀ b k, ρ k (0, b, 1) = ρ k (1, b, 0) :=
    col_eq_of_sum hρ (fun b : Fin 2 => (0, b, 1)) (fun b => (1, b, 0)) (by
      simp only [Finset.sum_add_distrib, Finset.sum_sub_distrib, eB]
      norm_num [oneExc, ket, Fin.sum_univ_two, Pi.single_apply])
  have z3 : ∀ k, ρ k (0, 1, 1) = 0 := fun k => (d1 1 k).trans (z2 0 k)
  -- populations of |100⟩, |001⟩ and |000⟩
  have h100 : ρ (1, 0, 0) (1, 0, 0) = 1 / 3 := by
    have h := eC 1 0 1 0
    rw [Fin.sum_univ_two, z2 0, add_zero] at h
    exact h.trans (by simp [oneExc, ket, Fin.sum_univ_two, Pi.single_apply])
  have h001 : ρ (0, 0, 1) (0, 0, 1) = 1 / 3 := by
    rw [d2 0 (0, 0, 1), herm (0, 0, 1) (1, 0, 0), d2 0 (1, 0, 0), h100, hthird]
  have h000 : ρ (0, 0, 0) (0, 0, 0) = 0 := by
    have h : ∑ c, ρ (0, 0, c) (0, 0, c) = 1 / 3 :=
      (eC 0 0 0 0).trans (by simp [oneExc, ket, Fin.sum_univ_two, Pi.single_apply])
    rw [Fin.sum_univ_two, h001] at h
    linear_combination h
  have z0 : ∀ k, ρ k (0, 0, 0) = 0 :=
    col_zero_of_sum hρ (fun _ : Fin 1 => ((0, 0, 0) : Q)) (by simp [h000]) 0
  -- every row of ρ is proportional to u
  have hcol : ∀ k a b c, ρ k (a, b, c) = ρ k (1, 0, 0) * oneExc (a, b, c) := by
    intro k
    simp only [Fin.forall_fin_two]
    simp [oneExc, ket, z0, z1, z2, z3, d1 0, d2 0]
  have hcol' : ∀ k l, ρ k l = ρ k (1, 0, 0) * oneExc l := fun k l => hcol k l.1 l.2.1 l.2.2
  have hrow : ∀ k, ρ k (1, 0, 0) = 1 / 3 * oneExc k := fun k => by
    rw [herm k (1, 0, 0), hcol' (1, 0, 0) k, h100, star_mul', star_oneExc, hthird]
  apply Matrix.ext
  intro k l
  rw [wProj_apply, hcol' k l, hrow k, mul_assoc]
```

The version with all three marginals is an equivalence for positive semidefinite \(\rho\). The forward direction discards the condition on `trA` and applies the previous theorem, and the backward direction substitutes \(\rho=P\).

```lean
/-- A positive semidefinite three-qubit matrix has the three two-qubit marginals of
|W⟩⟨W| if and only if it equals |W⟩⟨W|. -/
theorem marginals_eq_iff {ρ : Matrix Q Q ℂ} (hρ : ρ.PosSemidef) :
    (trA ρ = trA wProj ∧ trB ρ = trB wProj ∧ trC ρ = trC wProj) ↔ ρ = wProj :=
  ⟨fun h => eq_wProj_of_two_marginals hρ h.2.2 h.2.1, fun h => by rw [h]; exact ⟨rfl, rfl, rfl⟩⟩
```

## A Hermitian matrix with the same marginals

The theorem `positivity_needed` states five things about \(\tilde P\): it is Hermitian, each of its three partial traces equals that of \(P\), and \(\tilde P\neq P\). Replacing `PosSemidef` by `IsHermitian` in either theorem above would therefore give a false statement. Hermiticity is shown entry by entry, with conjugation exchanging the two added terms. For each partial trace the sum over the traced qubit is expanded into its two terms, in which the added entries vanish because a traced label would have to be \(0\) and \(1\) at once. The inequality is read off at the entry \((000,111)\).

```lean
/-- The Hermitian matrix |W⟩⟨W| + |000⟩⟨111| + |111⟩⟨000| has the three two-qubit
marginals of |W⟩⟨W| and differs from it. -/
theorem positivity_needed : wShifted.IsHermitian ∧ trA wShifted = trA wProj ∧
    trB wShifted = trB wProj ∧ trC wShifted = trC wProj ∧ wShifted ≠ wProj := by
  have hk : ∀ a b c p, star (ket a b c p) = ket a b c p :=
    fun a b c p => congrFun (star_basis ((a, b, c) : Q)) p
  refine ⟨?_, ?_, ?_, ?_, ?_⟩
  · refine Matrix.IsHermitian.ext fun i j => ?_
    simp only [wShifted, Matrix.add_apply, vecMulVec_apply, star_add, star_mul',
      wProj_witness.1.1.apply, hk]
    ring
  · apply Matrix.ext
    rintro ⟨a, b⟩ ⟨a', b'⟩
    simp [trA, wShifted, Fin.sum_univ_two, ket, Pi.single_apply, vecMulVec_apply]
  · apply Matrix.ext
    rintro ⟨a, b⟩ ⟨a', b'⟩
    simp [trB, wShifted, Fin.sum_univ_two, ket, Pi.single_apply, vecMulVec_apply]
  · apply Matrix.ext
    rintro ⟨a, b⟩ ⟨a', b'⟩
    simp [trC, wShifted, Fin.sum_univ_two, ket, Pi.single_apply, vecMulVec_apply]
  · intro h
    have h1 := congrFun (congrFun h (0, 0, 0)) (1, 1, 1)
    simp [wShifted, ket, vecMulVec_apply] at h1

end

end WStateMarginals
```

```lean
#print axioms WStateMarginals.marginals_eq_iff
-- 'WStateMarginals.marginals_eq_iff' depends on axioms: [propext, Classical.choice, Quot.sound]
#print axioms WStateMarginals.positivity_needed
-- 'WStateMarginals.positivity_needed' depends on axioms: [propext, Classical.choice, Quot.sound]
```
